# The average of orbital constants, weighted by exponentially decaying densities, tends to the constant of the unique slowest-decaying contributor

For finitely many orbitals with weights $a_i\ge 0$, real decay rates $\kappa_i$ and constants $c_i$, the average $\sum_i c_i a_i e^{-\kappa_i r}/\sum_i a_i e^{-\kappa_i r}$ tends to $c_m$ as $r\to\infty$ if $a_m>0$ and every other orbital of positive weight decays faster than $m$. In a nodal direction of the slowest orbital its weight is zero, and the limit is set by the next orbital if that one contributes.

```lean
import Mathlib

open Filter Topology

namespace ExchangeNodalLimits

noncomputable section

variable {ι : Type*} [Fintype ι]

/-- The density along a ray at distance `r`: orbital `i` contributes its weight `a i` times an
exponential with decay rate `κ i`. -/
def density (a κ : ι → ℝ) (r : ℝ) : ℝ :=
  ∑ i, a i * Real.exp (-κ i * r)

/-- The density-weighted average of the orbital constants `c i` at distance `r` along a ray. -/
def orbitalAverage (c a κ : ι → ℝ) (r : ℝ) : ℝ :=
  (∑ i, c i * a i * Real.exp (-κ i * r)) / density a κ r

/-- The density is positive at every distance if the weights are nonnegative and one of them
is positive. -/
theorem density_pos {a : ι → ℝ} (κ : ι → ℝ) (ha : ∀ i, 0 ≤ a i) {m : ι} (hm : 0 < a m)
    (r : ℝ) : 0 < density a κ r :=
  Finset.sum_pos' (fun i _ => mul_nonneg (ha i) (Real.exp_pos _).le)
    ⟨m, Finset.mem_univ m, mul_pos hm (Real.exp_pos _)⟩

/-- If no term with nonzero coefficient decays more slowly than rate `k`, then a sum of
exponentials rescaled by `exp (k r)` tends to the sum of the coefficients of rate exactly `k`. -/
theorem tendsto_rescaled_sum (b κ : ι → ℝ) (k : ℝ) (hb : ∀ i, b i ≠ 0 → k ≤ κ i) :
    Tendsto (fun r : ℝ => Real.exp (k * r) * ∑ i, b i * Real.exp (-κ i * r)) atTop
      (𝓝 (∑ i with κ i = k, b i)) := by
  rw [Finset.sum_filter]
  simp_rw [Finset.mul_sum]
  refine tendsto_finsetSum _ fun i _ => ?_
  -- each term decays with the difference of the two rates
  have hterm : ∀ r : ℝ, b i * Real.exp (-((κ i - k) * r))
      = Real.exp (k * r) * (b i * Real.exp (-κ i * r)) := by
    intro r
    rw [mul_left_comm, ← Real.exp_add]
    congr 2
    ring
  refine Tendsto.congr hterm ?_
  by_cases h : κ i = k
  · simp [h]
  · rw [if_neg h]
    by_cases h0 : b i = 0
    · simp [h0]
    · have hlt : k < κ i := lt_of_le_of_ne (hb i h0) (Ne.symm h)
      have h1 : Tendsto (fun r : ℝ => (κ i - k) * r) atTop atTop :=
        tendsto_id.const_mul_atTop (sub_pos.2 hlt)
      have h2 := (Real.tendsto_exp_neg_atTop_nhds_zero.comp h1).const_mul (b i)
      rw [mul_zero] at h2
      exact h2

/-- If the weights are nonnegative, orbital `m` has positive weight and no orbital of positive
weight decays more slowly than `m`, the orbital average tends to the weighted mean of the constants
of the orbitals that have the same decay rate as `m`. -/
theorem tendsto_orbitalAverage_degenerate (c a κ : ι → ℝ) (ha : ∀ i, 0 ≤ a i) {m : ι}
    (hm : 0 < a m) (hmin : ∀ i, 0 < a i → κ m ≤ κ i) :
    Tendsto (orbitalAverage c a κ) atTop
      (𝓝 ((∑ i with κ i = κ m, c i * a i) / ∑ i with κ i = κ m, a i)) := by
  have hN := tendsto_rescaled_sum (fun i => c i * a i) κ (κ m)
    (fun i h => hmin i (lt_of_le_of_ne (ha i) (Ne.symm (right_ne_zero_of_mul h))))
  have hD := tendsto_rescaled_sum a κ (κ m)
    (fun i h => hmin i (lt_of_le_of_ne (ha i) (Ne.symm h)))
  have hpos : 0 < ∑ i with κ i = κ m, a i :=
    Finset.sum_pos' (fun i _ => ha i) ⟨m, by simp, hm⟩
  -- the common factor exp (κ m r) cancels in the quotient
  refine Tendsto.congr (fun r => ?_) (hN.div hD hpos.ne')
  exact mul_div_mul_left _ _ (Real.exp_pos (κ m * r)).ne'

/-- If the weights are nonnegative, and orbital `m` has positive weight and decays more slowly than
every other orbital of positive weight, the orbital average tends to `c m` at large distance. -/
theorem tendsto_orbitalAverage (c a κ : ι → ℝ) (ha : ∀ i, 0 ≤ a i) {m : ι}
    (hm : 0 < a m) (hslow : ∀ i, i ≠ m → 0 < a i → κ m < κ i) :
    Tendsto (orbitalAverage c a κ) atTop (𝓝 (c m)) := by
  have hmin : ∀ i, 0 < a i → κ m ≤ κ i := by
    intro i hi
    by_cases h : i = m
    · rw [h]
    · exact (hslow i h hi).le
  -- any other orbital with the same rate has zero weight
  have hzero : ∀ i, κ i = κ m → i ≠ m → a i = 0 := by
    intro i hk hne
    by_contra h0
    exact (hslow i hne (lt_of_le_of_ne (ha i) (Ne.symm h0))).ne hk.symm
  have hN : ∑ i with κ i = κ m, c i * a i = c m * a m := by
    refine Finset.sum_eq_single m (fun i hi hne => ?_) (fun h => absurd (by simp) h)
    rw [hzero i (Finset.mem_filter.1 hi).2 hne, mul_zero]
  have hD : ∑ i with κ i = κ m, a i = a m :=
    Finset.sum_eq_single m (fun i hi hne => hzero i (Finset.mem_filter.1 hi).2 hne)
      (fun h => absurd (by simp) h)
  have h := tendsto_orbitalAverage_degenerate c a κ ha hm hmin
  rwa [hN, hD, mul_div_cancel_right₀ _ hm.ne'] at h

/-- The deviation of the orbital average from `c m` is the density-weighted average of the
differences `c i - c m`. -/
theorem orbitalAverage_sub (c a κ : ι → ℝ) (m : ι) {r : ℝ} (hD : density a κ r ≠ 0) :
    orbitalAverage c a κ r - c m
      = (∑ i, (c i - c m) * a i * Real.exp (-κ i * r)) / density a κ r := by
  rw [orbitalAverage, eq_div_iff hD, sub_mul, div_mul_cancel₀ _ hD, density,
    Finset.mul_sum, ← Finset.sum_sub_distrib]
  exact Finset.sum_congr rfl fun i _ => by ring

/-- Let the weights be nonnegative and that of `m` positive. If the decay rates of all other
orbitals of positive weight exceed that of `m` by at least `Δ`, then for `r ≥ 0` the deviation from
`c m` is bounded by an explicit constant times `exp (-Δ r)`. -/
theorem abs_orbitalAverage_sub_le (c a κ : ι → ℝ) (ha : ∀ i, 0 ≤ a i) {m : ι}
    (hm : 0 < a m) {Δ : ℝ} (hgap : ∀ i, i ≠ m → 0 < a i → κ m + Δ ≤ κ i)
    {r : ℝ} (hr : 0 ≤ r) :
    |orbitalAverage c a κ r - c m|
      ≤ (∑ i, |c i - c m| * a i) / a m * Real.exp (-Δ * r) := by
  have hD := density_pos κ ha hm r
  rw [orbitalAverage_sub c a κ m hD.ne', abs_div, abs_of_pos hD, div_le_iff₀ hD]
  -- the density is at least the contribution of orbital m
  have hle : a m * Real.exp (-κ m * r) ≤ density a κ r :=
    Finset.single_le_sum (f := fun i => a i * Real.exp (-κ i * r))
      (fun i _ => mul_nonneg (ha i) (Real.exp_pos _).le) (Finset.mem_univ m)
  have hS : 0 ≤ ∑ i, |c i - c m| * a i :=
    Finset.sum_nonneg fun i _ => mul_nonneg (abs_nonneg _) (ha i)
  calc |∑ i, (c i - c m) * a i * Real.exp (-κ i * r)|
      ≤ ∑ i, |(c i - c m) * a i * Real.exp (-κ i * r)| := Finset.abs_sum_le_sum_abs _ _
    _ ≤ ∑ i, |c i - c m| * a i * (Real.exp (-Δ * r) * Real.exp (-κ m * r)) := by
        refine Finset.sum_le_sum fun i _ => ?_
        rw [abs_mul, abs_mul, abs_of_nonneg (ha i), abs_of_pos (Real.exp_pos _)]
        by_cases h : i = m
        · simp [h]
        by_cases h0 : a i = 0
        · simp [h0]
        have hk := hgap i h (lt_of_le_of_ne (ha i) (Ne.symm h0))
        refine mul_le_mul_of_nonneg_left ?_ (mul_nonneg (abs_nonneg _) (ha i))
        rw [← Real.exp_add]
        exact Real.exp_le_exp.2 (by nlinarith [mul_le_mul_of_nonneg_right hk hr])
    _ = (∑ i, |c i - c m| * a i) / a m * Real.exp (-Δ * r)
          * (a m * Real.exp (-κ m * r)) := by
        rw [← Finset.sum_mul]
        field_simp
    _ ≤ (∑ i, |c i - c m| * a i) / a m * Real.exp (-Δ * r) * density a κ r :=
        mul_le_mul_of_nonneg_left hle
          (mul_nonneg (div_nonneg hS hm.le) (Real.exp_pos _).le)

/-- Let all weights be nonnegative, `h` the slowest-decaying orbital and `l` the next one. In a
direction `u` where `h` has positive weight the average tends to `c h`; in a nodal direction `w` of
`h`, where `l` has positive weight, it tends to `c l`. -/
theorem nodal_direction_limits {Dir : Type*} (c κ : ι → ℝ) (a : Dir → ι → ℝ)
    (ha : ∀ d i, 0 ≤ a d i) {h l : ι} (hhl : κ h < κ l)
    (hrest : ∀ i, i ≠ h → i ≠ l → κ l < κ i) {u w : Dir}
    (hu : 0 < a u h) (hw : a w h = 0) (hwl : 0 < a w l) :
    Tendsto (orbitalAverage c (a u) κ) atTop (𝓝 (c h)) ∧
      Tendsto (orbitalAverage c (a w) κ) atTop (𝓝 (c l)) := by
  constructor
  · refine tendsto_orbitalAverage c (a u) κ (ha u) hu fun i hi _ => ?_
    by_cases hil : i = l
    · rw [hil]
      exact hhl
    · exact hhl.trans (hrest i hi hil)
  · refine tendsto_orbitalAverage c (a w) κ (ha w) hwl fun i hi hpos => ?_
    -- orbital h is absent along its own nodal direction
    have hih : i ≠ h := by
      intro e
      rw [e, hw] at hpos
      exact lt_irrefl _ hpos
    exact hrest i hih hi

end

end ExchangeNodalLimits
```

```lean
#print axioms ExchangeNodalLimits.tendsto_orbitalAverage_degenerate
-- 'ExchangeNodalLimits.tendsto_orbitalAverage_degenerate' depends on axioms: [propext, Classical.choice, Quot.sound]
#print axioms ExchangeNodalLimits.abs_orbitalAverage_sub_le
-- 'ExchangeNodalLimits.abs_orbitalAverage_sub_le' depends on axioms: [propext, Classical.choice, Quot.sound]
#print axioms ExchangeNodalLimits.nodal_direction_limits
-- 'ExchangeNodalLimits.nodal_direction_limits' depends on axioms: [propext, Classical.choice, Quot.sound]
```

## Orbital shifts along a ray

Fix a direction and let $r$ be the distance along it. Orbital $i$ contributes $a_i e^{-\kappa_i r}$ to the density, so $\kappa_i$ is the decay rate of the orbital density, twice that of the amplitude. In the Krieger–Li–Iafrate approximation to exact exchange, the potential contains a term of the form `orbitalAverage`. There $c_i$ is the difference between two expectation values in orbital $i$: that of the common exchange potential and that of the orbital's own exchange potential. Take the highest occupied orbital to be the only one with the slowest decay rate, and set its constant to zero. The model, which has purely exponential densities and prescribed constants, then gives a shift that tends to zero at large distance in directions where this orbital has positive weight, but can tend to a nonzero value in a nodal direction.

In Lean, `ι` is a finite type of orbitals, and `a`, `κ` and `c` are real functions on it. The rates need not be positive. Power-law prefactors are left out, and neither the rates nor the constants are derived from a self-consistent calculation.

## Dividing out the slowest exponential

Write $N(r)=\sum_i c_i a_i e^{-\kappa_i r}$ and $D(r)=\sum_i a_i e^{-\kappa_i r}$. Since $a_m>0$ and no weight is negative, $D(r)>0$; this is `density_pos`. Multiplying both sums by $e^{\kappa_m r}$ leaves the quotient unchanged and gives

$$e^{\kappa_m r}D(r)=a_m+\sum_{i\ne m}a_i e^{-(\kappa_i-\kappa_m)r}\to a_m .$$

Each remaining term either has $a_i=0$ or decays, because $\kappa_i>\kappa_m$. In the same way $e^{\kappa_m r}N(r)\to c_m a_m$, so $N/D\to c_m a_m/a_m=c_m$.

The lemma `tendsto_rescaled_sum` does this for coefficients $b_i$ of any sign, as the products $c_i a_i$ may be negative. It takes the limit term by term: a term of rate $k$ is constant after rescaling, a term with zero coefficient vanishes, and any other term decays.

If several orbitals share the slowest rate, `tendsto_orbitalAverage_degenerate` gives the limit

$$\frac{\sum_{\kappa_i=\kappa_m}c_i a_i}{\sum_{\kappa_i=\kappa_m}a_i}.$$

Its proof divides the two rescaled limits, the lower one being positive, and cancels the common exponential. For a unique slowest contributor, `tendsto_orbitalAverage` uses `Finset.sum_eq_single` to reduce both sums to the term $m$.

## How fast the limit is reached

Subtracting $c_m=c_m D/D$ gives the identity `orbitalAverage_sub`:

$$\frac{N(r)}{D(r)}-c_m=\frac{\sum_i(c_i-c_m)a_i e^{-\kappa_i r}}{D(r)} .$$

The term $i=m$ is zero. Suppose that $\kappa_i\ge\kappa_m+\Delta$ for every other orbital of positive weight, and that $r\ge0$. Then $e^{-\kappa_i r}\le e^{-\Delta r}e^{-\kappa_m r}$ for these orbitals, while $D(r)\ge a_m e^{-\kappa_m r}$. The triangle inequality yields

$$\left|\frac{N(r)}{D(r)}-c_m\right|\le\frac{\sum_i|c_i-c_m|a_i}{a_m}\,e^{-\Delta r}.$$

The `calc` block in `abs_orbitalAverage_sub_le` applies the triangle inequality first, then the estimate of the exponentials, and last the lower bound on $D(r)$. The theorem accepts any real $\Delta$, but the factor $e^{-\Delta r}$ decays only for $\Delta>0$.

## Generic and nodal directions

In `nodal_direction_limits` the weights also depend on a direction, while $\kappa_i$ and $c_i$ do not. `Dir` is an arbitrary type of labels, and a nodal direction of $h$ is simply one where its weight is zero. Orbital $h$ decays slowest, $l$ comes next, and all others decay faster than $l$. In direction $u$, where $h$ has positive weight, the limit is $c_h$. In direction $w$, where $h$ has zero weight and $l$ positive weight, it is $c_l$. Both follow from `tendsto_orbitalAverage`, with $m=h$ and $m=l$.

The second case fails to fit if one demands $\kappa_m<\kappa_i$ for every $i\ne m$: with $m=l$, orbital $h$ violates this even where it is absent. The condition `0 < a i` in `hslow` therefore restricts the comparison to orbitals that contribute along the ray.
